# An error bound for rounded iterations of a contraction followed by exact ones

Let X be a metric space and f : X → X an update map with a fixed point x, so that f(x) = x. The map is a contraction with factor q, 0 ≤ q < 1, if dist(f(a), f(b)) ≤ q · dist(a, b) for all a and b. A rounded run of length n is a sequence y₀, …, yₙ with dist(yᵢ₊₁, f(yᵢ)) ≤ d for every i < n, where d ≥ 0 bounds the error of one step. Write D = dist(y₀, x), fᵏ for k exact applications of f, and q⁰ = 1 even for q = 0. The claim is

dist(fᵏ(yₙ), x) ≤ qᵏ (qⁿ D + d/(1 − q)).

For a self-consistent field calculation whose update is a contraction on the whole space, this bounds the error left when low-precision iterations are followed by iterations idealised as exact.

## Derivation of the bound

An exact step contracts the distance to x, because x is fixed:

dist(f(a), x) = dist(f(a), f(x)) ≤ q · dist(a, x).

Hence k exact steps contract it by qᵏ. For a rounded step, put eᵢ = dist(yᵢ, x). The triangle inequality through f(yᵢ) gives

eᵢ₊₁ ≤ dist(yᵢ₊₁, f(yᵢ)) + dist(f(yᵢ), x) ≤ d + q eᵢ.

Let Sₙ = 1 + q + … + qⁿ⁻¹, with S₀ = 0. Then eₙ ≤ qⁿ D + d Sₙ. This holds for n = 0, and if it holds for n, then

eₙ₊₁ ≤ d + q(qⁿ D + d Sₙ) = qⁿ⁺¹ D + d(1 + q Sₙ) = qⁿ⁺¹ D + d Sₙ₊₁.

Since (1 − q) Sₙ = 1 − qⁿ ≤ 1, we have Sₙ ≤ 1/(1 − q). Inserting this and multiplying by qᵏ proves the claim.

Take f(t) = t/2 on the real line, with x = 0, D = 1, d = 0.01, n = 3 and k = 2. The bound is (1/4)(0.125 + 0.02) = 0.03625. If every rounded step errs upwards by the full 0.01, the run is 1, 0.51, 0.265, 0.1425, and two exact halvings leave 0.035625, just below the bound.

## The bound in Lean

```lean
import Mathlib

open Filter Topology

namespace MixedPrecisionIteration

noncomputable section
```

The two definitions below are the contraction inequality and the condition on a rounded run. The latter constrains only the first `n` steps of an infinite sequence `y`. The error `d` is absolute and measured in the metric of X, so a relative machine precision must first be converted into such a bound.

```lean
/-- The update map `f` takes any two points to points at most `q` times as far apart. -/
def IsContraction {X : Type*} [MetricSpace X] (f : X → X) (q : ℝ) : Prop :=
  ∀ a b, dist (f a) (f b) ≤ q * dist a b

/-- The first `n` steps of the sequence `y` follow the update map `f`, each with a rounding
error of at most `d`. -/
def RoundedRun {X : Type*} [MetricSpace X] (f : X → X) (d : ℝ) (n : ℕ) (y : ℕ → X) : Prop :=
  ∀ i < n, dist (y (i + 1)) (f (y i)) ≤ d
```

The fixed point enters as the hypothesis `f x = x`; its existence is assumed, and completeness of X is not needed. Exact iteration is written `f^[k]`. The induction on `k` uses the fixed-point equation and then the contraction inequality, as in the first step by hand.

```lean
variable {X : Type*} [MetricSpace X] {f : X → X} {q d : ℝ} {x : X}

/-- After `k` exact iterations the distance to the fixed point is at most `q ^ k` times the initial
distance. -/
theorem exact_iterations (hq : 0 ≤ q) (hf : IsContraction f q) (hx : f x = x)
    (a : X) (k : ℕ) : dist (f^[k] a) x ≤ q ^ k * dist a x := by
  induction k with
  | zero => simp
  | succ k ih =>
    rw [Function.iterate_succ_apply']
    calc dist (f (f^[k] a)) x = dist (f (f^[k] a)) (f x) := by rw [hx]
      _ ≤ q * dist (f^[k] a) x := hf _ _
      _ ≤ q * (q ^ k * dist a x) := mul_le_mul_of_nonneg_left ih hq
      _ = q ^ (k + 1) * dist a x := by ring
```

The next induction is the recursion for eᵢ. Here `h1` is the triangle inequality, `h2` the contraction of the old error, `h3` the induction hypothesis multiplied by q, and `h4` the new rounding error. The rewrite with `geom_sum_succ` is Sₙ₊₁ = 1 + q Sₙ, up to the order of terms.

```lean
/-- After `n` rounded iterations the distance to the fixed point is at most `q ^ n` times the
initial distance plus `d` times the sum of the powers `q ^ i` with `i < n`. -/
theorem rounded_iterations (hq : 0 ≤ q) (hf : IsContraction f q) (hx : f x = x)
    {y : ℕ → X} {n : ℕ} (h : RoundedRun f d n y) :
    dist (y n) x ≤ q ^ n * dist (y 0) x + d * ∑ i ∈ Finset.range n, q ^ i := by
  induction n with
  | zero => simp
  | succ n ih =>
    have ih' := ih (fun i hi => h i (by omega))
    -- the new rounding error is added to the contracted old error
    have h1 := dist_triangle (y (n + 1)) (f (y n)) x
    have h2 : dist (f (y n)) x ≤ q * dist (y n) x := by
      have h0 := hf (y n) x
      rwa [hx] at h0
    have h3 := mul_le_mul_of_nonneg_left ih' hq
    have h4 := h n (by omega)
    rw [geom_sum_succ, pow_succ]
    linarith
```

The geometric sum is bounded by multiplying through by 1 − q, which is positive.

```lean
/-- The geometric weights of the rounding errors add up to at most `1 / (1 - q)`. -/
theorem geometric_weights_le (hq : 0 ≤ q) (hq1 : q < 1) (n : ℕ) :
    ∑ i ∈ Finset.range n, q ^ i ≤ 1 / (1 - q) := by
  rw [le_div_iff₀ (by linarith), geom_sum_mul_neg]
  linarith [pow_nonneg hq n]
```

The main theorem chains the three results, with `dist (y 0) x` in the role of D.

```lean
/-- After `n` iterations with rounding error at most `d` each, followed by `k` exact iterations,
the distance to the fixed point is at most `q ^ k * (q ^ n * D + d / (1 - q))`, where `D` is the
initial distance. -/
theorem mixed_precision_error (hq : 0 ≤ q) (hq1 : q < 1) (hd : 0 ≤ d)
    (hf : IsContraction f q) (hx : f x = x) {y : ℕ → X} {n : ℕ}
    (h : RoundedRun f d n y) (k : ℕ) :
    dist (f^[k] (y n)) x ≤ q ^ k * (q ^ n * dist (y 0) x + d / (1 - q)) := by
  have h1 := rounded_iterations hq hf hx h
  have h2 := mul_le_mul_of_nonneg_left (geometric_weights_le hq hq1 n) hd
  rw [mul_one_div] at h2
  -- the exact iterations damp everything left over from the rounded ones
  exact (exact_iterations hq hf hx (y n) k).trans
    (mul_le_mul_of_nonneg_left (by linarith) (pow_nonneg hq k))
```

## One number of exact steps for runs of any length

If D ≤ R, then qⁿ D ≤ R, and the bound is at most qᵏ(R + d/(1 − q)). This no longer depends on n and tends to zero as k grows. For each tolerance ε > 0 there is therefore a `K` such that any `k ≥ K` exact steps suffice, however long the rounded run was.

```lean
/-- For every tolerance `ε` there is a number of exact final iterations that suffices for all
rounded runs, of any length, that start within distance `R` of the fixed point. -/
theorem exact_steps_uniform (hq : 0 ≤ q) (hq1 : q < 1) (hd : 0 ≤ d)
    (hf : IsContraction f q) (hx : f x = x) (R : ℝ) {ε : ℝ} (hε : 0 < ε) :
    ∃ K : ℕ, ∀ k ≥ K, ∀ (n : ℕ) (y : ℕ → X), RoundedRun f d n y → dist (y 0) x ≤ R →
      dist (f^[k] (y n)) x ≤ ε := by
  have ht := (tendsto_pow_atTop_nhds_zero_of_lt_one hq hq1).mul_const (R + d / (1 - q))
  rw [zero_mul] at ht
  obtain ⟨K, hK⟩ := eventually_atTop.mp (ht.eventually_lt_const hε)
  refine ⟨K, fun k hk n y h hR => ?_⟩
  have h1 : q ^ n * dist (y 0) x ≤ dist (y 0) x :=
    mul_le_of_le_one_left dist_nonneg (pow_le_one₀ hq hq1.le)
  have h2 : q ^ k * (q ^ n * dist (y 0) x + d / (1 - q)) ≤ q ^ k * (R + d / (1 - q)) :=
    mul_le_mul_of_nonneg_left (by linarith) (pow_nonneg hq k)
  exact ((mixed_precision_error hq hq1 hd hf hx h k).trans h2).trans (hK k hk).le
```

## A linear model that attains the error sum

The map t ↦ q t, started at a point D ≥ 0 and with error +d at every step, generalises the numerical example.

```lean
/-- The linear model update on the real line, which multiplies the error by `q`. -/
def damp (q : ℝ) : ℝ → ℝ := fun t => q * t

/-- The run of the linear model that starts at `D` and is rounded upwards by `d` at each step. -/
def worstRun (q d D : ℝ) : ℕ → ℝ
  | 0 => D
  | n + 1 => q * worstRun q d D n + d
```

The theorem checks that this model satisfies the hypotheses and that its final distance equals qᵏ(qⁿ D + d Sₙ). In the proof, `hit` and `hw` are the closed forms of the exact and rounded iterations, each obtained by induction.

```lean
/-- The linear model satisfies the contraction inequality with factor `q` and fixes `0`, its
upward-rounded run has errors at most `d`, and its distance to `0` after `n` rounded and `k` exact
iterations equals `q ^ k` times the sum of `q ^ n * D` and `d` times the powers `q ^ i`, `i < n`,
added up. -/
theorem error_bound_attained (hq : 0 ≤ q) (hd : 0 ≤ d) {D : ℝ} (hD : 0 ≤ D) (n k : ℕ) :
    IsContraction (damp q) q ∧ damp q 0 = 0 ∧ RoundedRun (damp q) d n (worstRun q d D) ∧
      dist ((damp q)^[k] (worstRun q d D n)) 0 =
        q ^ k * (q ^ n * D + d * ∑ i ∈ Finset.range n, q ^ i) := by
  refine ⟨fun a b => le_of_eq ?_, by simp [damp], fun i _ => ?_, ?_⟩
  · simp only [damp, Real.dist_eq]
    rw [← mul_sub, abs_mul, abs_of_nonneg hq]
  · have h : worstRun q d D (i + 1) - damp q (worstRun q d D i) = d := by
      simp only [worstRun, damp]
      ring
    rw [Real.dist_eq, h]
    exact (abs_of_nonneg hd).le
  · -- closed forms of the exact and of the rounded iterations
    have hit : ∀ a : ℝ, (damp q)^[k] a = q ^ k * a := by
      intro a
      induction k with
      | zero => simp
      | succ k ih =>
        rw [Function.iterate_succ_apply', ih]
        simp only [damp]
        ring
    have hw : worstRun q d D n = q ^ n * D + d * ∑ i ∈ Finset.range n, q ^ i := by
      induction n with
      | zero => simp [worstRun]
      | succ n ih =>
        rw [geom_sum_succ, worstRun, ih]
        ring
    rw [Real.dist_eq, sub_zero, hit, hw, abs_of_nonneg (by positivity)]
```

As n → ∞, the term qⁿ D vanishes and Sₙ tends to 1/(1 − q), so the distance tends to qᵏ d/(1 − q). With k = 0 and d > 0, this shows that the factor 1/(1 − q) in the bound qⁿ D + d/(1 − q) cannot be replaced by a smaller one that is independent of n. More rounded steps do not remove this floor, whereas each further exact step multiplies it by q.

```lean
/-- In the linear model with upward rounding, the distance left after `k` exact iterations tends
to `q ^ k * (d / (1 - q))` as the number of rounded iterations grows. -/
theorem rounding_floor_attained (hq : 0 ≤ q) (hq1 : q < 1) (hd : 0 ≤ d) {D : ℝ} (hD : 0 ≤ D)
    (k : ℕ) :
    Tendsto (fun n => dist ((damp q)^[k] (worstRun q d D n)) 0) atTop
      (𝓝 (q ^ k * (d / (1 - q)))) := by
  have h1 := (tendsto_pow_atTop_nhds_zero_of_lt_one hq hq1).mul_const D
  have h2 := (hasSum_geometric_of_lt_one hq hq1).tendsto_sum_nat.const_mul d
  have h3 := (h1.add h2).const_mul (q ^ k)
  rw [zero_mul, zero_add, ← div_eq_mul_inv] at h3
  exact h3.congr (fun n => (error_bound_attained hq hd hD n k).2.2.2.symm)

end

end MixedPrecisionIteration
```

```lean
#print axioms MixedPrecisionIteration.exact_steps_uniform
#print axioms MixedPrecisionIteration.error_bound_attained
#print axioms MixedPrecisionIteration.rounding_floor_attained
```

```
'MixedPrecisionIteration.exact_steps_uniform' depends on axioms: [propext, Classical.choice, Quot.sound]
'MixedPrecisionIteration.error_bound_attained' depends on axioms: [propext, Classical.choice, Quot.sound]
'MixedPrecisionIteration.rounding_floor_attained' depends on axioms: [propext, Classical.choice, Quot.sound]
```
